# A real coupling a with cosh a = exp(g/2) exists exactly when g ≥ 0

The declaration `exists_coupling_iff` says that, for a real number g, some real a satisfies cosh a = exp(g/2) if and only if g ≥ 0. In physics this equation fixes the coupling to a two-valued auxiliary field in the discrete Hubbard–Stratonovich transformation of the Hubbard interaction, where g is the time step times the repulsion U; the statement itself concerns only real numbers and contains no Hamiltonian or field. For the forward direction the proof supposes that g is negative, so that exp(g/2) < 1, which contradicts cosh a ≥ 1. For the converse it takes the explicit solution a = log(exp(g/2) + √(exp g − 1)) from the preceding theorem, `cosh_coupling`.

The failing Lean file:

```lean
import Mathlib

open Finset

namespace ExistsCouplingIff

noncomputable section

/-- For `g ≥ 0` the coupling `a = log(exp(g/2) + √(exp g - 1))` solves
`cosh a = exp(g/2)`. -/
theorem cosh_coupling {g : ℝ} (hg : 0 ≤ g) :
    Real.cosh (Real.log (Real.exp (g / 2) + √(Real.exp g - 1))) = Real.exp (g / 2) := by
  have hr : √(Real.exp g - 1) ^ 2 = Real.exp g - 1 :=
    Real.sq_sqrt (by linarith [Real.one_le_exp hg])
  have h2 : Real.exp g = Real.exp (g / 2) ^ 2 := by
    rw [sq, ← Real.exp_add, add_halves]
  have hpos : 0 < Real.exp (g / 2) + √(Real.exp g - 1) :=
    add_pos_of_pos_of_nonneg (Real.exp_pos _) (Real.sqrt_nonneg _)
  -- the inverse is obtained by changing the sign of the root
  have hinv : (Real.exp (g / 2) + √(Real.exp g - 1))⁻¹
      = Real.exp (g / 2) - √(Real.exp g - 1) :=
    inv_eq_of_mul_eq_one_right (by linear_combination -hr - h2)
  rw [Real.cosh_eq, Real.exp_neg, Real.exp_log hpos, hinv]
  ring

/-- A real coupling `a` with `cosh a = exp(g/2)` exists exactly when `g` is nonnegative. -/
theorem exists_coupling_iff (g : ℝ) :
    (∃ a : ℝ, Real.cosh a = Real.exp (g / 2)) ↔ 0 ≤ g := by
  constructor
  · rintro ⟨a, ha⟩
    by_contra h
    have h1 : Real.exp (g / 2) < 1 := Real.exp_lt_one (by linarith)
    linarith [Real.one_le_cosh a]
  · intro hg
    exact ⟨_, cosh_coupling hg⟩

end

end ExistsCouplingIff
```

The compiler's answer:

```
Main.lean:32:38: error(lean.unknownIdentifier): Unknown constant `Real.exp_lt_one`
```

This version goes through:

```diff
@@ -30,5 +30,5 @@
   · rintro ⟨a, ha⟩
     by_contra h
-    have h1 : Real.exp (g / 2) < 1 := Real.exp_lt_one (by linarith)
+    have h1 : Real.exp (g / 2) < 1 := Real.exp_lt_one_iff.mpr (by linarith)
     linarith [Real.one_le_cosh a]
   · intro hg
```

Cause. The message says that Lean knows no constant called `Real.exp_lt_one`. The proof calls it as a lemma that turns a proof of g/2 < 0 into a proof of exp(g/2) < 1. The fact is true, but no declaration of that name is available here, so the term for `h1` cannot be elaborated.

The repair uses `Real.exp_lt_one_iff`, which states the fact as an equivalence: exp x < 1 if and only if x < 0. Since an equivalence is not a function from one side to the other, the repair adds `.mpr`, which selects the direction from x < 0 to exp x < 1. With x = g/2, what remains to be shown is g/2 < 0, and the unchanged `linarith` gets this from `h`, the assumption that 0 ≤ g is false. The mathematical argument stays the same.
